# A narrow doublet and a single resonance nearly agree at imaginary frequencies but differ without bound at real ones

When a response function has been computed at imaginary frequencies and is continued to the real axis by fitting a sum of poles, one has to decide how many poles the data support. Suppose the candidates are one undamped resonance and a pair that shares the same total weight equally and is placed symmetrically about it in squared frequency. On the imaginary axis their responses then differ by an amount that is, to leading order, quadratic in the splitting. Data with errors larger than that may be compatible with both candidates, although the two real-frequency spectra are quite different near the resonance.

## Poles in the squared frequency

Without damping, the discrete excitations of a finite system contribute to a diagonal element of its dynamic polarizability a sum of terms $p_k/(X_k-\omega^2)$. Here $X_k$ is the square of an excitation frequency and $p_k$ is its weight, in atomic units the oscillator strength for the direction considered. The frequency enters only through its square, so one real variable $s$ serves both axes: $s=\omega^2$ at real frequency $\omega$, and $s=-u^2$ at imaginary frequency $iu$.

A single resonance of unit weight at squared frequency $x$ has the response
$$R_1(s)=\frac{1}{x-s}.$$
A doublet with weight one half at each of $x+d$ and $x-d$ has the response
$$R_2(s)=\frac12\left(\frac{1}{x+d-s}+\frac{1}{x-d-s}\right).$$
The total weight and the centroid are the same in both. The number $d$ is called the splitting here, although the two resonances of the doublet are $2d$ apart in squared frequency. In the file these functions are `singlet x s` and `doublet x d s`, with all arguments real.

## What is claimed for one resonance and two

The theorem `imaginary_close_real_distinct` assumes $0<d<x$. The condition $d<x$ keeps the lower resonance at a positive squared frequency, as for a stable ground state; a negative one would be an exponentially growing mode. The conclusion has three parts.

- For every real $u$, $\;0<R_2(-u^2)-R_1(-u^2)\le \dfrac{d^2}{x(x^2-d^2)}$.
- $R_2(s)\to 0$ as $s\to x$.
- $|R_1(s)|\to\infty$ as $s\to x$ with $s\neq x$.

In Lean, `-u ^ 2` means $-(u^2)$. The filter `𝓝 x` describes $s$ approaching $x$, `𝓝[≠] x` does the same with $s=x$ left out, and `atTop` stands for $+\infty$. Lean sets $1/0=0$, so the behaviour at the pole is expressed by a limit and not by a value.

Two further theorems sharpen this. `greatest_imaginary_difference` says that the bound is the largest value of the difference over all $u$. `continuation_unstable` says that for every $x>0$ and every tolerance $\varepsilon>0$ there is a splitting $d$ with $0<d<x$ for which the responses agree within $\varepsilon$ on the whole imaginary axis, while $|R_2(s)-R_1(s)|$ diverges as $s\to x$. The tolerance is absolute and has the units of the response.

The model has no damping and no continuum, and the statements concern the responses themselves, not any particular fitting algorithm. Since the difference is strictly positive, error-free data at even one imaginary frequency would tell this doublet from this singlet. The difficulty is one of precision. The divergence at real frequencies comes from the undamped poles: two single resonances at slightly different frequencies also differ without bound near either of them.

## The difference in closed form

Write $a=x-s$. Away from the three resonances,
$$R_2=\frac12\left(\frac1{a+d}+\frac1{a-d}\right)=\frac{a}{a^2-d^2},$$
and therefore
$$R_2-R_1=\frac{a}{a^2-d^2}-\frac1a=\frac{a^2-(a^2-d^2)}{a(a^2-d^2)}=\frac{d^2}{a(a^2-d^2)}.$$

On the imaginary axis $a=x+u^2\ge x>d$. Both factors of the denominator are positive and smallest at $u=0$, so
$$a(a^2-d^2)\ge x(x^2-d^2)>0.$$
This gives the two inequalities, with equality in the upper one at $u=0$.

Near the resonance on the real axis $a\to0$. Then $R_2=a/(a^2-d^2)\to0$, because the two halves of the doublet contribute with opposite signs, while $|R_1|=1/|a|\to\infty$. Since $|R_2-R_1|\ge|R_1|-|R_2|$, the difference diverges too.

For a given tolerance $\varepsilon$, take $d=\min(x/2,\ \varepsilon x^2)$. Then
$$d^2\le \varepsilon x^2\cdot\frac x2=\frac{\varepsilon x^3}{2},\qquad x^2-d^2\ge\frac{x^2}{2},$$
and the bound is at most $(\varepsilon x^3/2)/(x^3/2)=\varepsilon$.

## A splitting of ten per cent

Let $x=1$ and $d=0.1$, in units where the single resonance has frequency 1. The doublet then lies at frequencies $\sqrt{0.9}\approx0.949$ and $\sqrt{1.1}\approx1.049$.

| $s$ | $R_1$ | $R_2$ | $R_2-R_1$ |
|---|---|---|---|
| $0$ (static) | $1$ | $1.0101$ | $0.0101$ |
| $-1$ ($u=1$) | $0.5$ | $0.50125$ | $0.00125$ |
| $0.99$ (real) | $100$ | $-1.01$ | $-101.01$ |

The first row attains the bound, $0.01/0.99=1/99$. Thus replacing the single resonance by two that lie about ten per cent apart in frequency changes the static response by one per cent, and the response at $u=1$ by a quarter of one per cent.

## Any finite multiplet about its centroid

The theorem `multiplet_bound` treats finitely many resonances $X_k\ge m>0$ with weights $p_k\ge0$, $\sum_k p_k=1$ and centroid $\sum_k p_kX_k=x$. The number $m$ stands for a gap: no excitation lies below the frequency $\sqrt m$. The claim is that for every real $u$
$$0\le\sum_k\frac{p_k}{X_k+u^2}-\frac1{x+u^2}\le\frac{\sum_kp_k(X_k-x)^2}{x^2m}.$$

To derive it, put $A=x+u^2$ and $B_k=X_k+u^2$. Expansion about the centroid with its remainder gives
$$\frac1{B_k}=\frac1A-\frac{X_k-x}{A^2}+\frac{(X_k-x)^2}{A^2B_k}.$$
Multiply by $p_k$ and sum. The first terms add up to $1/A$, and the linear terms cancel because $x$ is the centroid. What remains is
$$\sum_k\frac{p_k}{B_k}-\frac1A=\sum_k\frac{p_k(X_k-x)^2}{A^2B_k}.$$
Each term is nonnegative, and $A\ge x$ and $B_k\ge m$ give the upper bound. The lower bound isn't strict, since all the resonances may coincide.

For the doublet the variance is $d^2$ and $m=x-d$. The general bound is then $d^2/(x^2(x-d))$, larger than the sharp one by the factor $(x+d)/x$.

Dispersion coefficients are integrals over imaginary frequency of products of polarizabilities. Within this undamped model with finitely many poles, replacing a narrow multiplet by one pole of the same total weight at its centroid therefore changes each polarizability in the integrand only at second order in the width.

## The Lean file

```lean
import Mathlib

open Filter Topology

namespace ImaginaryFrequencyResolution

noncomputable section

/-- Response of one resonance of unit weight at squared frequency `x`, as a function of the
squared frequency `s`, for `s ≠ x`. Imaginary frequency `iu` means `s = -u ^ 2`. -/
def singlet (x s : ℝ) : ℝ := 1 / (x - s)

/-- Response of two resonances of weight one half each, at squared frequencies `x + d` and
`x - d`, for `s` different from both. -/
def doublet (x d s : ℝ) : ℝ := (singlet (x + d) s + singlet (x - d) s) / 2

/-- Away from all three resonances, the difference between the doublet and the singlet response,
multiplied by `(x - s) ((x - s) ^ 2 - d ^ 2)`, is the squared splitting `d ^ 2`. -/
theorem doublet_sub_singlet {x d s : ℝ} (h0 : s ≠ x) (h1 : s ≠ x + d) (h2 : s ≠ x - d) :
    (doublet x d s - singlet x s) * ((x - s) * ((x - s) ^ 2 - d ^ 2)) = d ^ 2 := by
  have a0 : x - s ≠ 0 := sub_ne_zero.2 h0.symm
  have a1 : x + d - s ≠ 0 := sub_ne_zero.2 h1.symm
  have a2 : x - d - s ≠ 0 := sub_ne_zero.2 h2.symm
  unfold doublet singlet
  field_simp
  ring

/-- For a nonzero splitting, the doublet response tends to zero at the centre of the doublet. -/
theorem doublet_tendsto_zero {x d : ℝ} (hd : d ≠ 0) :
    Tendsto (doublet x d) (𝓝 x) (𝓝 0) := by
  have e1 : x + d - x = d := by ring
  have e2 : x - d - x = -d := by ring
  have h1 : x + d - x ≠ 0 := by rw [e1]; exact hd
  have h2 : x - d - x ≠ 0 := by rw [e2]; exact neg_ne_zero.2 hd
  have c1 : ContinuousAt (fun s : ℝ => x + d - s) x := by fun_prop
  have c2 : ContinuousAt (fun s : ℝ => x - d - s) x := by fun_prop
  have e : doublet x d = fun s => ((x + d - s)⁻¹ + (x - d - s)⁻¹) / 2 := by
    funext s
    simp only [doublet, singlet, one_div]
  have hc : ContinuousAt (doublet x d) x := by
    rw [e]
    exact ((c1.inv₀ h1).add (c2.inv₀ h2)).div_const 2
  -- the two resonances contribute with opposite signs at the centre
  have hv : doublet x d x = 0 := by
    rw [e]
    simp only [e1, e2, inv_neg, add_neg_cancel, zero_div]
  have ht := hc.tendsto
  rwa [hv] at ht

/-- The magnitude of the singlet response grows without bound as the squared frequency
approaches the resonance. -/
theorem singlet_diverges (x : ℝ) :
    Tendsto (fun s => |singlet x s|) (𝓝[≠] x) atTop := by
  have hc : Continuous (fun s : ℝ => |x - s|) := by fun_prop
  have h0 := hc.tendsto x
  simp only [sub_self, abs_zero] at h0
  have h1 : Tendsto (fun s : ℝ => |x - s|) (𝓝[≠] x) (𝓝[>] 0) := by
    refine tendsto_nhdsWithin_iff.2 ⟨h0.mono_left nhdsWithin_le_nhds, ?_⟩
    filter_upwards [self_mem_nhdsWithin] with s hs
    exact abs_pos.2 (sub_ne_zero.2 (Ne.symm hs))
  have e : (fun s => |singlet x s|) = fun s => |x - s|⁻¹ := by
    funext s
    simp only [singlet, one_div, abs_inv]
  rw [e]
  exact tendsto_inv_nhdsGT_zero.comp h1

/-- For `0 < d < x`, the doublet response exceeds the singlet response at every imaginary
frequency, by at most `d ^ 2 / (x (x ^ 2 - d ^ 2))`. As the squared frequency approaches `x`,
the doublet response tends to zero and the singlet response diverges. -/
theorem imaginary_close_real_distinct {x d : ℝ} (hd : 0 < d) (hdx : d < x) :
    (∀ u : ℝ, 0 < doublet x d (-u ^ 2) - singlet x (-u ^ 2) ∧
      doublet x d (-u ^ 2) - singlet x (-u ^ 2) ≤ d ^ 2 / (x * (x ^ 2 - d ^ 2))) ∧
    Tendsto (doublet x d) (𝓝 x) (𝓝 0) ∧
    Tendsto (fun s => |singlet x s|) (𝓝[≠] x) atTop := by
  refine ⟨fun u => ?_, doublet_tendsto_zero hd.ne', singlet_diverges x⟩
  have hu := sq_nonneg u
  have hx : 0 < x := hd.trans hdx
  have hi := doublet_sub_singlet (x := x) (d := d) (s := -u ^ 2)
    (by linarith : -u ^ 2 < x).ne (by linarith : -u ^ 2 < x + d).ne
    (by linarith : -u ^ 2 < x - d).ne
  have ha : x ≤ x - -u ^ 2 := by linarith
  have hq : 0 < x ^ 2 - d ^ 2 := by nlinarith
  have hsq : x ^ 2 ≤ (x - -u ^ 2) ^ 2 := pow_le_pow_left₀ hx.le ha 2
  have hP : 0 < x * (x ^ 2 - d ^ 2) := mul_pos hx hq
  -- the denominator is smallest at zero frequency
  have hPQ : x * (x ^ 2 - d ^ 2) ≤ (x - -u ^ 2) * ((x - -u ^ 2) ^ 2 - d ^ 2) :=
    mul_le_mul ha (by linarith) hq.le (by linarith)
  have hQ := hP.trans_le hPQ
  rw [(eq_div_iff hQ.ne').2 hi]
  exact ⟨div_pos (pow_pos hd 2) hQ, div_le_div_of_nonneg_left (sq_nonneg d) hP hPQ⟩

/-- For `0 < d < x`, the number `d ^ 2 / (x (x ^ 2 - d ^ 2))` is the greatest difference between
the doublet and the singlet response over all imaginary frequencies. -/
theorem greatest_imaginary_difference {x d : ℝ} (hd : 0 < d) (hdx : d < x) :
    IsGreatest (Set.range fun u : ℝ => doublet x d (-u ^ 2) - singlet x (-u ^ 2))
      (d ^ 2 / (x * (x ^ 2 - d ^ 2))) := by
  have hx : 0 < x := hd.trans hdx
  have hP : 0 < x * (x ^ 2 - d ^ 2) := mul_pos hx (by nlinarith)
  refine ⟨⟨0, ?_⟩, ?_⟩
  · -- the maximum is attained in the static limit
    have hi := doublet_sub_singlet (x := x) (d := d) (s := 0)
      hx.ne (by linarith : 0 < x + d).ne (by linarith : 0 < x - d).ne
    show doublet x d (-(0 : ℝ) ^ 2) - singlet x (-(0 : ℝ) ^ 2) = _
    rw [show -(0 : ℝ) ^ 2 = 0 by norm_num, eq_div_iff hP.ne']
    simpa only [sub_zero] using hi
  · rintro _ ⟨u, rfl⟩
    exact ((imaginary_close_real_distinct hd hdx).1 u).2

/-- For every resonance `x > 0` and tolerance `ε > 0` there is a doublet whose response agrees
with that of the singlet within `ε` at all imaginary frequencies, while their difference
diverges as the squared frequency approaches `x`. -/
theorem continuation_unstable {x ε : ℝ} (hx : 0 < x) (hε : 0 < ε) :
    ∃ d, 0 < d ∧ d < x ∧
      (∀ u : ℝ, |doublet x d (-u ^ 2) - singlet x (-u ^ 2)| ≤ ε) ∧
      Tendsto (fun s => |doublet x d s - singlet x s|) (𝓝[≠] x) atTop := by
  obtain ⟨d, hd, hd1, hd2⟩ : ∃ d, 0 < d ∧ d ≤ x / 2 ∧ d ≤ ε * x ^ 2 :=
    ⟨min (x / 2) (ε * x ^ 2), lt_min (by positivity) (by positivity),
      min_le_left _ _, min_le_right _ _⟩
  have hdx : d < x := by linarith
  obtain ⟨hb, hz, hs⟩ := imaginary_close_real_distinct hd hdx
  refine ⟨d, hd, hdx, fun u => ?_, ?_⟩
  · rw [abs_of_pos (hb u).1]
    refine (hb u).2.trans ?_
    have hP : 0 < x * (x ^ 2 - d ^ 2) := mul_pos hx (by nlinarith)
    rw [div_le_iff₀ hP]
    have h1 : d ^ 2 ≤ (ε * x ^ 2) * (x / 2) := by
      rw [sq d]
      exact mul_le_mul hd2 hd1 hd.le (by positivity)
    have h2 : x ^ 2 / 2 ≤ x ^ 2 - d ^ 2 := by nlinarith
    have h3 := mul_le_mul_of_nonneg_left h2 (mul_pos hε hx).le
    nlinarith [h1, h3]
  · -- a divergent response minus a vanishing one still diverges
    have ht : Tendsto (fun s => |singlet x s| + -|doublet x d s|) (𝓝[≠] x) atTop :=
      hs.atTop_add (hz.mono_left nhdsWithin_le_nhds).abs.neg
    refine tendsto_atTop_mono (fun s => ?_) ht
    have h := abs_sub_abs_le_abs_sub (singlet x s) (doublet x d s)
    rw [abs_sub_comm (singlet x s) (doublet x d s)] at h
    linarith

/-- Take finitely many resonances `X k ≥ m > 0` with nonnegative weights of sum one and centroid
`x`. At every imaginary frequency their response exceeds that of a singlet at `x` by an amount
between zero and the variance of the resonances divided by `x ^ 2 m`. -/
theorem multiplet_bound {ι : Type*} [Fintype ι] {p X : ι → ℝ} {x m : ℝ}
    (hp : ∀ k, 0 ≤ p k) (hsum : ∑ k, p k = 1) (hmean : ∑ k, p k * X k = x)
    (hm : 0 < m) (hX : ∀ k, m ≤ X k) (u : ℝ) :
    0 ≤ ∑ k, p k * singlet (X k) (-u ^ 2) - singlet x (-u ^ 2) ∧
    ∑ k, p k * singlet (X k) (-u ^ 2) - singlet x (-u ^ 2) ≤
      (∑ k, p k * (X k - x) ^ 2) / (x ^ 2 * m) := by
  have hu := sq_nonneg u
  have hmx : m ≤ x := by
    calc m = ∑ k, p k * m := by rw [← Finset.sum_mul, hsum, one_mul]
      _ ≤ ∑ k, p k * X k :=
        Finset.sum_le_sum fun k _ => mul_le_mul_of_nonneg_left (hX k) (hp k)
      _ = x := hmean
  have hx : 0 < x := hm.trans_le hmx
  have ha : 0 < x + u ^ 2 := by linarith
  have hk : ∀ k, 0 < X k + u ^ 2 := fun k => by linarith [hX k]
  -- expansion of each term about the centroid, with exact remainder
  have key : ∀ k, p k * singlet (X k) (-u ^ 2) =
      p k * (1 / (x + u ^ 2) + x / (x + u ^ 2) ^ 2) - p k * X k * (1 / (x + u ^ 2) ^ 2)
        + p k * (X k - x) ^ 2 / ((x + u ^ 2) ^ 2 * (X k + u ^ 2)) := by
    intro k
    have h1 := ha.ne'
    have h2 := (hk k).ne'
    rw [singlet, sub_neg_eq_add]
    field_simp
    ring
  -- the linear terms cancel in the sum
  have hdiff : ∑ k, p k * singlet (X k) (-u ^ 2) - singlet x (-u ^ 2) =
      ∑ k, p k * (X k - x) ^ 2 / ((x + u ^ 2) ^ 2 * (X k + u ^ 2)) := by
    rw [Finset.sum_congr rfl fun k _ => key k, Finset.sum_add_distrib,
      Finset.sum_sub_distrib, ← Finset.sum_mul, ← Finset.sum_mul, hsum, hmean,
      singlet, sub_neg_eq_add]
    ring
  rw [hdiff]
  have hn : ∀ k, 0 ≤ p k * (X k - x) ^ 2 := fun k => mul_nonneg (hp k) (sq_nonneg _)
  refine ⟨Finset.sum_nonneg fun k _ =>
    div_nonneg (hn k) (mul_pos (pow_pos ha 2) (hk k)).le, ?_⟩
  rw [Finset.sum_div]
  refine Finset.sum_le_sum fun k _ => ?_
  exact div_le_div_of_nonneg_left (hn k) (mul_pos (pow_pos hx 2) hm)
    (mul_le_mul (pow_le_pow_left₀ hx.le (by linarith) 2) (by linarith [hX k]) hm.le
      (sq_nonneg _))

end

end ImaginaryFrequencyResolution
```

```lean
#print axioms ImaginaryFrequencyResolution.greatest_imaginary_difference
-- 'ImaginaryFrequencyResolution.greatest_imaginary_difference' depends on axioms: [propext, Classical.choice, Quot.sound]
#print axioms ImaginaryFrequencyResolution.continuation_unstable
-- 'ImaginaryFrequencyResolution.continuation_unstable' depends on axioms: [propext, Classical.choice, Quot.sound]
#print axioms ImaginaryFrequencyResolution.multiplet_bound
-- 'ImaginaryFrequencyResolution.multiplet_bound' depends on axioms: [propext, Classical.choice, Quot.sound]
```

## From the identity to the bounds in Lean

`doublet_sub_singlet` is the closed form multiplied through by its denominator. Its three hypotheses say that $s$ is none of the resonances; they become `a0`, `a1` and `a2`, the nonvanishing of the three denominators. With these, `field_simp` clears the fractions and `ring` verifies the polynomial identity.

`doublet_tendsto_zero` obtains the limit from continuity. At $s=x$ the two denominators are $d$ and $-d$, both nonzero, so the doublet response is continuous there, and its value is zero by cancellation. `singlet_diverges` shows that $|x-s|$ tends to zero through positive values and composes this with the divergence of the inverse, `tendsto_inv_nhdsGT_zero`.

In `imaginary_close_real_distinct`, the step `hPQ` is the monotonicity of the denominator. It multiplies the inequalities $x\le a$ and $x^2-d^2\le a^2-d^2$ by means of `mul_le_mul`. The rewrite with `eq_div_iff` turns the identity back into a quotient, whose positivity and upper bound follow from the sign and size of the denominator. The two limits come from the preceding lemmas.

`greatest_imaginary_difference` has two goals: the bound is attained, which is the identity at $s=0$, and nothing exceeds it, which is the previous theorem.

`continuation_unstable` supplies the minimum chosen above as its `d`. The steps `h1` and `h2` are the two estimates on $d^2$ and $x^2-d^2$, and `nlinarith` combines them with `h3`. For the divergence, `atTop_add` shows that $|R_1|-|R_2|$ tends to infinity, and `tendsto_atTop_mono` passes this on to the larger quantity $|R_2-R_1|$.

In `multiplet_bound`, `hmx` first derives $m\le x$ by averaging, which makes $x$ positive. The step `key` is the expansion about the centroid, with the terms grouped so that `hsum` and `hmean` can be inserted after summation. That is done in `hdiff`, where the linear terms cancel. The final inequality is proved term by term with `Finset.sum_le_sum`, replacing $A^2B_k$ by the smaller $x^2m$.
